# The Eckart bound on the ground-state weight does not factorise over independent two-level systems

Take a trial state of one molecule that is good but not perfect: a small weight $q$ sits on an excited level. Now place $N$ copies far apart and describe them by the product of the single-molecule states. Nothing has become worse in any one molecule, and the weight of the overall ground state is $(1-q)^N$, which is positive. Suppose, however, that only energies are known, and the ground weight is estimated from below by Eckart's bound. What does the bound report as $N$ grows?

For two-level molecules with gap $g>0$ it reports $1-Nq$. This is not the product of the single-molecule bounds $1-q$ once $N\ge 2$, and in that sense the bound is not size-extensive. From $N=1/q$ on it says no more than the fact that a weight is nonnegative.

```lean
import Mathlib

open Finset

namespace EckartSizeExtensivity

noncomputable section
```

## Mean energy and the bound

Let a state have weights $p_k$ on finitely many levels of energy $E_k$. Its mean energy is $\bar E=\sum_k p_kE_k$. In Lean the levels form a finite type `ι`, and `p` and `E` are real functions on it.

```lean
/-- Mean energy of a distribution of weights `p` over levels with energies `E`. -/
def meanEnergy {ι : Type*} [Fintype ι] (p E : ι → ℝ) : ℝ := ∑ k, p k * E k
```

With ground energy $E_0$ and first excited energy $E_1>E_0$, the Eckart bound is
$$\frac{E_1-\bar E}{E_1-E_0}.$$

```lean
/-- The Eckart lower bound on the ground-state weight, from the ground energy `E₀`, the first
excited energy `E₁` and the mean energy `Ebar`; its domain is `E₀ < E₁`. -/
def eckartBound (E₀ E₁ Ebar : ℝ) : ℝ := (E₁ - Ebar) / (E₁ - E₀)
```

## Independent two-level systems

A configuration $s$ tells for each system $i$ whether it is excited. It is a function `Fin N → Bool`, with `true` for excited. The ground configuration has no excitations.

```lean
/-- The configuration in which none of the `N` two-level systems is excited. -/
def ground (N : ℕ) : Fin N → Bool := fun _ => false
```

The systems do not interact, and each lower level is put at energy zero, so the energy $E(s)$ is $g$ times the number of excited systems.

```lean
/-- Energy of a configuration: every excited system contributes the gap `g`. -/
def energy {N : ℕ} (g : ℝ) (s : Fin N → Bool) : ℝ := ∑ i, if s i then g else 0
```

The weight $P(s)$ is a product with a factor $q$ for every excited system and $1-q$ for every other. All systems share the same $g$ and $q$.

```lean
/-- Weight of a configuration when each system is independently excited with weight `q`. -/
def productWeight {N : ℕ} (q : ℝ) (s : Fin N → Bool) : ℝ := ∏ i, if s i then q else 1 - q
```

These weights come from a quantum state. If each system is in the state with amplitude $a$ on the lower and $b$ on the upper level, the amplitude of $s$ is a product of $a$'s and $b$'s.

```lean
/-- Amplitudes of the product state with amplitude `a` on the lower and `b` on the upper level
of each system. -/
def productState {N : ℕ} (a b : ℂ) (s : Fin N → Bool) : ℂ := ∏ i, if s i then b else a
```

The squared modulus of a product is the product of the squared moduli. With $|a|^2+|b|^2=1$ and $q=|b|^2$, each factor is $q$ or $1-q$, which gives $P(s)$. The proof compares the two products factor by factor.

```lean
/-- The squared moduli of the amplitudes of a normalised product state are the product weights
with `q = ‖b‖ ^ 2`. -/
theorem productState_weight {N : ℕ} (a b : ℂ) (hab : ‖a‖ ^ 2 + ‖b‖ ^ 2 = 1)
    (s : Fin N → Bool) : ‖productState a b s‖ ^ 2 = productWeight (‖b‖ ^ 2) s := by
  unfold productState productWeight
  rw [norm_prod, ← Finset.prod_pow]
  refine Finset.prod_congr rfl fun i _ => ?_
  split_ifs
  · rfl
  · linarith
```

## Why the bound is a bound

Let $k_0$ be the ground level and let every other level satisfy $E_k\ge E_1$. Since the weights sum to one,
$$E_1-\bar E=\sum_k p_k(E_1-E_k)=p_{k_0}(E_1-E_{k_0})+\sum_{k\ne k_0}p_k(E_1-E_k).$$
The last sum is at most zero. Dividing by $E_1-E_{k_0}>0$ gives $p_{k_0}\ge (E_1-\bar E)/(E_1-E_{k_0})$. The steps `hmean`, `hsplit` and `hrest` are the first equality, the second equality and the sign of the remainder. The hypotheses `hgap` and `hE` together make the ground level nondegenerate.

```lean
/-- Eckart's inequality: the weight of the ground level is at least the Eckart bound, if all
other levels lie at or above `E₁`. -/
theorem eckart_inequality {ι : Type*} [Fintype ι] (p E : ι → ℝ) (k₀ : ι) (E₁ : ℝ)
    (hp : ∀ k, 0 ≤ p k) (hsum : ∑ k, p k = 1) (hgap : E k₀ < E₁)
    (hE : ∀ k, k ≠ k₀ → E₁ ≤ E k) :
    eckartBound (E k₀) E₁ (meanEnergy p E) ≤ p k₀ := by
  classical
  -- in the mean of `E₁ - E` only the ground level can give a positive term
  have hmean : ∑ k, p k * (E₁ - E k) = E₁ - meanEnergy p E := by
    simp only [mul_sub, Finset.sum_sub_distrib, ← Finset.sum_mul, hsum, one_mul, meanEnergy]
  have hsplit : p k₀ * (E₁ - E k₀) + ∑ k ∈ univ.erase k₀, p k * (E₁ - E k)
      = ∑ k, p k * (E₁ - E k) :=
    Finset.add_sum_erase univ (fun k => p k * (E₁ - E k)) (Finset.mem_univ k₀)
  have hrest : ∑ k ∈ univ.erase k₀, p k * (E₁ - E k) ≤ 0 := by
    refine Finset.sum_nonpos fun k hk => ?_
    nlinarith [mul_nonneg (hp k) (sub_nonneg.2 (hE k (Finset.ne_of_mem_erase hk)))]
  unfold eckartBound
  rw [div_le_iff₀ (sub_pos.2 hgap)]
  linarith
```

To use the bound for the $N$ systems we need the right $E_1$. Exciting one system costs $g$, and any configuration other than the ground one contains at least one excitation, so its energy is at least $g$. `IsLeast` states both halves: $g$ is attained, and nothing in the set lies below it. This needs at least one system.

```lean
/-- For at least one system, the gap `g` is the lowest energy among all configurations other
than the ground configuration. -/
theorem first_excited_energy {N : ℕ} (hN : 0 < N) {g : ℝ} (hg : 0 < g) :
    IsLeast {e | ∃ s : Fin N → Bool, s ≠ ground N ∧ energy g s = e} g := by
  constructor
  · -- excite the first system only
    refine ⟨fun j => decide (j = ⟨0, hN⟩), fun h => ?_, ?_⟩
    · have h0 := congrFun h ⟨0, hN⟩
      simp [ground] at h0
    · simp [energy]
  · rintro e ⟨s, hs, rfl⟩
    obtain ⟨i, hi⟩ := Function.ne_iff.1 hs
    have hi' : s i = true := by simpa [ground] using hi
    have hle : (if s i then g else 0) ≤ ∑ j, if s j then g else 0 :=
      Finset.single_le_sum (f := fun j => if s j then g else 0)
        (fun j _ => by split_ifs <;> linarith) (Finset.mem_univ i)
    rw [if_pos hi'] at hle
    exact hle
```

## The mean energy is $Ngq$

Sums over configurations factorise. For one-system factors $f_i$,
$$\sum_s\prod_i f_i(s_i)=\prod_i\bigl(f_i(\mathrm{true})+f_i(\mathrm{false})\bigr).$$

```lean
/-- A sum over configurations of a product of one-system factors is the product of the
one-system sums. -/
theorem sum_configurations {N : ℕ} (f : Fin N → Bool → ℝ) :
    ∑ s : Fin N → Bool, ∏ i, f i (s i) = ∏ i, (f i true + f i false) := by
  have h := Finset.prod_univ_sum (fun _ : Fin N => (Finset.univ : Finset Bool)) f
  rw [Fintype.piFinset_univ] at h
  refine h.symm.trans ?_
  simp
```

With $f_i$ equal to $q$ or $1-q$, every bracket is $1$, so the weights sum to one. To find the total weight with system $i$ excited, multiply the factor of system $i$ by $1$ if it is excited and by $0$ if not. Its bracket becomes $q$, the others stay $1$, and the result is $q$.

```lean
/-- The product weights sum to one, and each single system is excited with total weight `q`. -/
theorem productWeight_marginals {N : ℕ} (q : ℝ) :
    ∑ s : Fin N → Bool, productWeight q s = 1 ∧
    ∀ i : Fin N, ∑ s : Fin N → Bool, productWeight q s * (if s i then 1 else 0) = q := by
  constructor
  · refine (sum_configurations (fun _ b => if b then q else 1 - q)).trans ?_
    simp
  · intro i
    -- absorb the indicator of system `i` into its own factor
    calc ∑ s : Fin N → Bool, productWeight q s * (if s i then 1 else 0)
        = ∑ s : Fin N → Bool, ∏ j, ((if s j then q else 1 - q) *
            (if j = i then (if s j then (1 : ℝ) else 0) else 1)) := by
          refine Finset.sum_congr rfl fun s _ => ?_
          simp only [productWeight, Finset.prod_mul_distrib, Finset.prod_ite_eq',
            Finset.mem_univ, ↓reduceIte]
      _ = ∏ j, (if j = i then q else 1) := by
          refine (sum_configurations (fun j b => (if b then q else 1 - q) *
            (if j = i then (if b then (1 : ℝ) else 0) else 1))).trans ?_
          refine Finset.prod_congr rfl fun j _ => ?_
          by_cases h : j = i <;> simp [h]
      _ = q := by simp
```

The energy is a sum over systems, so exchanging the two sums gives
$$\bar E=\sum_i g\sum_s P(s)\,[s_i=\mathrm{true}]=\sum_i gq=Ngq,$$
where the square bracket is $1$ if the condition holds and $0$ otherwise.

```lean
/-- The mean energy of `N` independent systems is `N g q`. -/
theorem mean_energy_product {N : ℕ} (g q : ℝ) :
    meanEnergy (productWeight q) (energy (N := N) g) = N * g * q := by
  calc meanEnergy (productWeight q) (energy (N := N) g)
      = ∑ i : Fin N, g * ∑ s : Fin N → Bool,
          productWeight q s * (if s i then 1 else 0) := by
        unfold meanEnergy energy
        simp_rw [Finset.mul_sum]
        rw [Finset.sum_comm]
        refine Finset.sum_congr rfl fun i _ => Finset.sum_congr rfl fun s _ => ?_
        split_ifs <;> ring
    _ = ∑ _i : Fin N, g * q :=
        Finset.sum_congr rfl fun i _ => by rw [(productWeight_marginals q).2 i]
    _ = N * g * q := by
        rw [Finset.sum_const, Finset.card_univ, Fintype.card_fin, nsmul_eq_mul]
        ring
```

## The bound against the true weight

With $E_0=0$, $E_1=g$ and $\bar E=Ngq$, the gap cancels:
$$\frac{g-Ngq}{g}=1-Nq.$$

```lean
/-- The Eckart bound for `N` independent systems with positive gap is `1 - N q`. -/
theorem eckartBound_product {N : ℕ} {g : ℝ} (hg : 0 < g) (q : ℝ) :
    eckartBound (energy g (ground N)) g (meanEnergy (productWeight q) (energy (N := N) g))
      = 1 - N * q := by
  have h0 : energy g (ground N) = 0 := by simp [energy, ground]
  rw [mean_energy_product, h0, eckartBound, sub_zero, div_eq_iff hg.ne']
  ring
```

The ground weight is $(1-q)^N$. For $0<q<1$ and $N\ge2$ it exceeds the bound strictly, by induction. At $N=2$ the difference is $(1-q)^2-(1-2q)=q^2>0$. If the claim holds for $n$, multiplying by $1-q>0$ gives
$$(1-q)^{n+1}>(1-nq)(1-q)=1-(n+1)q+nq^2\ge1-(n+1)q.$$
Finally, $1-Nq\le0$ is the same as $N\ge1/q$, because $q>0$.

The theorem collects six statements: the mean energy, the value of the ground weight, its positivity, the value of the bound, the strict inequality, and the equivalence for the sign. In the proof, `hbern` is the induction, and `div_le_iff₀` turns $1/q\le N$ into $1\le Nq$.

```lean
/-- For two or more independent systems with positive gap and `0 < q < 1`, the ground weight is `(1
- q) ^ N > 0`, while the Eckart bound is `1 - N q`, lies strictly below it, and is nonpositive
exactly when `N ≥ 1 / q`. -/
theorem eckart_not_size_extensive {N : ℕ} (hN : 2 ≤ N) {g q : ℝ} (hg : 0 < g)
    (hq : 0 < q) (hq1 : q < 1) :
    let Ebar := meanEnergy (productWeight q) (energy (N := N) g)
    let bound := eckartBound (energy g (ground N)) g Ebar
    Ebar = N * g * q ∧ productWeight q (ground N) = (1 - q) ^ N ∧
      0 < productWeight q (ground N) ∧ bound = 1 - N * q ∧
      bound < productWeight q (ground N) ∧ (bound ≤ 0 ↔ 1 / q ≤ N) := by
  intro Ebar bound
  have hb : bound = 1 - N * q := eckartBound_product hg q
  have hw : productWeight q (ground N) = (1 - q) ^ N := by simp [productWeight, ground]
  -- strict Bernoulli inequality, by induction on the number of systems
  have hbern : 1 - (N : ℝ) * q < (1 - q) ^ N := by
    induction N, hN using Nat.le_induction with
    | base => norm_num; nlinarith [mul_pos hq hq]
    | succ n hn ih =>
      have ih' : 1 - (n : ℝ) * q < (1 - q) ^ n :=
        ih (eckartBound_product hg q) (by simp [productWeight, ground])
      have h1 := mul_lt_mul_of_pos_right ih' (sub_pos.2 hq1)
      have h2 : 0 ≤ (n : ℝ) * (q * q) := by positivity
      rw [pow_succ]
      push_cast
      nlinarith
  refine ⟨mean_energy_product g q, hw, ?_, hb, ?_, ?_⟩
  · rw [hw]
    exact pow_pos (sub_pos.2 hq1) N
  · rw [hb, hw]
    exact hbern
  · rw [hb, div_le_iff₀ hq]
    constructor <;> intro h <;> linarith
```

Take $q=0.1$. For two systems the bound is $0.8$ and the ground weight $0.81$. For ten systems the mean energy equals $g$ and the bound is $0$, while the weight is $0.9^{10}\approx0.349$. For twenty the bound is $-1$ and the weight about $0.122$.

The loss comes from configurations with two or more excitations: their energies lie above $g$, and the bound treats them as if they lay at $g$. A single system has no such configurations, and there the bound equals the ground weight $1-q$.

```lean
/-- For a single two-level system the Eckart bound equals the ground weight. -/
theorem eckart_exact_single {g : ℝ} (hg : 0 < g) (q : ℝ) :
    eckartBound (energy g (ground 1)) g (meanEnergy (productWeight q) (energy (N := 1) g))
      = productWeight q (ground 1) := by
  rw [eckartBound_product hg q]
  simp [productWeight, ground]

end

end EckartSizeExtensivity
```

In electronic structure, a poor Eckart bound for a large system therefore need not mean that the trial state describes any single fragment poorly, as this model of identical, non-interacting two-level fragments shows.

```lean
#print axioms EckartSizeExtensivity.eckart_inequality
#print axioms EckartSizeExtensivity.first_excited_energy
#print axioms EckartSizeExtensivity.eckart_not_size_extensive
#print axioms EckartSizeExtensivity.eckart_exact_single
```

```
'EckartSizeExtensivity.eckart_inequality' depends on axioms: [propext, Classical.choice, Quot.sound]
'EckartSizeExtensivity.first_excited_energy' depends on axioms: [propext, Classical.choice, Quot.sound]
'EckartSizeExtensivity.eckart_not_size_extensive' depends on axioms: [propext, Classical.choice, Quot.sound]
'EckartSizeExtensivity.eckart_exact_single' depends on axioms: [propext, Classical.choice, Quot.sound]
```
